# The density of a finite plane-wave orbital has no Fourier components beyond twice the orbital's wavevector cutoff

## An orbital inside a sphere of wavevectors

In a plane-wave calculation an orbital is stored as a finite list of coefficients, one for each wavevector in a sphere. The density of that one orbital is its squared modulus, so it contains products of plane waves, and these products have wavevectors that may lie outside the sphere. How far out do they reach, and how large can their coefficients be?

Let G denote a wavevector, x a position and c(G) the complex coefficient of the wave exp(iG·x). Let S be the finite set of wavevectors with c(G) ≠ 0. The orbital is

ψ(x) = Σ_G c(G) exp(iG·x), with G running over S.

Assume that ‖G‖ ≤ Gmax for every G in S. For any vector Q define

ρ(Q) = Σ_G conj(c(G)) c(G+Q), with G running over S,

where c(G+Q) = 0 if G+Q is not in S.

## What is true of the density coefficients

Let T be any finite set that contains every difference G' − G of two members of S. Then:

1. |ψ(x)|² = Σ_Q ρ(Q) exp(iQ·x) for all x, with Q running over T, and no other choice of coefficients on T gives |ψ|².
2. ρ(Q) = 0 whenever ‖Q‖ > 2 Gmax.
3. ρ(−Q) = conj(ρ(Q)) for every Q.
4. |ρ(Q)| ≤ ρ(0) for every Q.

For a single orbital with a finite expansion, this means that a sphere of twice the radius, or four times the kinetic-energy cutoff, holds the whole density. The result says nothing about augmentation charges or about sampling on a real-space grid.

## Wavevectors and coefficients in Lean

These four properties form the theorem `density_fourier`. Positions and wavevectors both live in a real inner product space `V`, which may be ℝ^d. No lattice is assumed, so a set of Bloch wavevectors k+G is allowed, with the norm bound applied to k+G.

The coefficients are a finitely supported function `c : V →₀ ℂ`, and `c.support` is S. The docstrings call the members of S occupied wavevectors, meaning only that their coefficients are nonzero. The functions `planeWave`, `orbital` and `densityCoeff` are exp(iG·x), ψ and ρ. The hypothesis `hc` is the cutoff, and `hT` says that T contains the differences.

The first property appears as an equivalence: a function `b` reproduces |ψ|² at every position if and only if it agrees with ρ on T. Its values outside T play no role. In the fourth property ρ(0) is written `(densityCoeff c 0).re`, because an inequality needs a real number; `densityCoeff_zero` shows that ρ(0) is in fact real.

The plane waves carry no volume factor, and `c` need not be normalised. If Σ_G |c(G)|² = 1, then ρ(0) = 1 and every density coefficient has modulus at most 1.

## Collecting pairs by their difference

Multiplying out the squared modulus gives

|ψ(x)|² = conj(ψ(x)) ψ(x) = Σ_G Σ_G' conj(c(G)) c(G') exp(i(G'−G)·x),

with G and G' both running over S. Each pair contributes to exactly one wavevector, Q = G' − G, which lies in T. For fixed Q the contributing pairs have G' = G+Q, and their total is

Σ_G conj(c(G)) c(G+Q) = ρ(Q).

This is the expansion in the first property.

## Independence of plane waves

If b(Q) is another set of coefficients for |ψ|² on T, subtracting the two expansions gives

Σ_Q (b(Q) − ρ(Q)) exp(iQ·x) = 0 for all x.

It remains to show that such a relation has only zero coefficients. Suppose not, and take a relation Σ_Q a(Q) exp(iQ·x) = 0 with the smallest positive number of nonzero coefficients. A single plane wave never vanishes, so at least two coefficients are nonzero, say those at P and R. Put D = R − P and y = πD/‖D‖². Then D·y = π, hence exp(iD·y) = −1.

Replace x by x+y in the relation, multiply by exp(−iP·y), and subtract the original relation. The new coefficients are

a(Q) (exp(i(Q−P)·y) − 1).

The one at P is zero, the one at R is −2a(R) ≠ 0, and no new wavevector has appeared. This is a nontrivial relation with fewer terms, a contradiction. Therefore b(Q) = ρ(Q) on T.

## Cutoff, symmetry and size

A nonzero term in ρ(Q) needs both G and G+Q in S. Then

‖Q‖ = ‖(G+Q) − G‖ ≤ ‖G+Q‖ + ‖G‖ ≤ 2 Gmax,

so ρ(Q) vanishes for larger ‖Q‖.

For the symmetry, ρ(−Q) is the sum of conj(c(G)) c(G') over pairs with G' = G − Q, that is, G = G' + Q. Its terms are the complex conjugates of conj(c(G')) c(G), which are the terms of ρ(Q) with the two members of each pair exchanged.

For the bound, use 2|uv| ≤ |u|² + |v|² for complex u and v:

|ρ(Q)| ≤ Σ_G |c(G)| |c(G+Q)| ≤ ½ Σ_G |c(G)|² + ½ Σ_G |c(G+Q)|².

The vectors G+Q are distinct for distinct G, so the last sum counts each weight at most once and cannot exceed Σ_G |c(G)|². The right-hand side is therefore at most Σ_G |c(G)|² = ρ(0).

## Two opposite waves reach the boundary

Take K ≠ 0 and ψ(x) = a exp(iK·x) + b exp(−iK·x), with complex numbers a and b. The definition gives

ρ(2K) = conj(a) c(3K) + conj(b) c(K) = conj(b) a,

because c(3K) = 0. If a and b are nonzero and ‖K‖ = Gmax, there is a nonzero coefficient at distance exactly 2 Gmax. The radius in the second property thus cannot be lowered for all orbitals with a given positive cutoff.

## The derivation in Lean

```lean
import Mathlib

open scoped ComplexConjugate Classical

namespace PlaneWaveDensity

noncomputable section

variable {V : Type*} [NormedAddCommGroup V] [InnerProductSpace ℝ V]

/-- The plane wave `exp(i G·x)` with wavevector `G`, at the position `x`. -/
def planeWave (G x : V) : ℂ := Complex.exp (((inner ℝ G x : ℝ) : ℂ) * Complex.I)

/-- The orbital `ψ(x) = ∑ c_G exp(i G·x)` with finitely many nonzero coefficients. -/
def orbital (c : V →₀ ℂ) (x : V) : ℂ := ∑ G ∈ c.support, c G * planeWave G x

/-- The autocorrelation `ρ(Q) = ∑ conj(c_G) c_(G+Q)` of the orbital coefficients. -/
def densityCoeff (c : V →₀ ℂ) (Q : V) : ℂ := ∑ G ∈ c.support, conj (c G) * c (G + Q)

/-- The plane wave of wavevector `G` as a character of the translation group. -/
def planeWaveHom (G : V) : Multiplicative V →* ℂ where
  toFun x := planeWave G x.toAdd
  map_one' := by simp [planeWave]
  map_mul' x y := by simp [planeWave, inner_add_right, add_mul, Complex.exp_add]

/-- The product of a conjugated plane wave and another one is the plane wave of the
difference of their wavevectors. -/
theorem conj_planeWave_mul (G G' x : V) :
    conj (planeWave G x) * planeWave G' x = planeWave (G' - G) x := by
  unfold planeWave
  rw [← Complex.exp_conj, ← Complex.exp_add, inner_sub_left]
  congr 1
  simp only [map_mul, Complex.conj_ofReal, Complex.conj_I, Complex.ofReal_sub]
  ring

/-- Plane waves with distinct wavevectors are linearly independent: if a finite combination
vanishes at every position, all its coefficients are zero. -/
theorem planeWave_independent (T : Finset V) (b : V → ℂ)
    (h : ∀ x, ∑ Q ∈ T, b Q * planeWave Q x = 0) : ∀ Q ∈ T, b Q = 0 := by
  have hinj : Function.Injective (planeWaveHom (V := V)) := by
    intro G G' hG
    have hw : ∀ x, planeWave G x = planeWave G' x := fun x =>
      DFunLike.congr_fun hG (Multiplicative.ofAdd x)
    by_contra hne
    have hD : ‖G' - G‖ ^ 2 ≠ 0 :=
      pow_ne_zero 2 (norm_ne_zero_iff.2 (sub_ne_zero.2 (Ne.symm hne)))
    -- at this position the two waves have opposite phase
    have key : planeWave (G' - G) ((Real.pi / ‖G' - G‖ ^ 2) • (G' - G))
        = planeWave (G - G) ((Real.pi / ‖G' - G‖ ^ 2) • (G' - G)) := by
      rw [← conj_planeWave_mul G G', ← conj_planeWave_mul G G, hw]
    simp only [planeWave] at key
    rw [sub_self G, inner_zero_left, inner_smul_right, real_inner_self_eq_norm_sq,
      div_mul_cancel₀ _ hD, Complex.exp_pi_mul_I, Complex.ofReal_zero, zero_mul,
      Complex.exp_zero] at key
    norm_num at key
  have hli := (linearIndependent_monoidHom (Multiplicative V) ℂ).comp _ hinj
  refine linearIndependent_iff'.1 hli T b ?_
  funext x
  rw [Finset.sum_apply]
  exact h x.toAdd

omit [InnerProductSpace ℝ V] in
/-- `ρ(Q)` collects all pairs of occupied wavevectors that differ by `Q`. -/
theorem densityCoeff_pairs (c : V →₀ ℂ) (Q : V) :
    densityCoeff c Q = ∑ G ∈ c.support, ∑ G' ∈ c.support,
      if G' = G + Q then conj (c G) * c G' else 0 := by
  refine Finset.sum_congr rfl fun G _ => ?_
  rw [Finset.sum_ite_eq']
  split_ifs with h
  · rfl
  · rw [Finsupp.notMem_support_iff.1 h, mul_zero]

/-- The density `|ψ(x)|²` is the plane-wave sum with coefficients `ρ(Q)`, over any finite set
that contains all differences of occupied wavevectors. -/
theorem density_expansion (c : V →₀ ℂ) (T : Finset V)
    (hT : ∀ G ∈ c.support, ∀ G' ∈ c.support, G' - G ∈ T) (x : V) :
    ((‖orbital c x‖ ^ 2 : ℝ) : ℂ) = ∑ Q ∈ T, densityCoeff c Q * planeWave Q x := by
  have h1 : ((‖orbital c x‖ ^ 2 : ℝ) : ℂ) = conj (orbital c x) * orbital c x := by
    rw [mul_comm, Complex.mul_conj, Complex.normSq_eq_norm_sq]
  rw [h1]
  unfold orbital
  rw [map_sum, Finset.sum_mul_sum]
  simp_rw [densityCoeff_pairs, Finset.sum_mul]
  refine Eq.trans ?_ Finset.sum_comm
  refine Finset.sum_congr rfl fun G hG => ?_
  refine Eq.trans ?_ Finset.sum_comm
  refine Finset.sum_congr rfl fun G' hG' => ?_
  -- a given pair contributes only to Q = G' - G
  rw [Finset.sum_eq_single (G' - G)]
  · rw [if_pos (by abel), ← conj_planeWave_mul, map_mul]
    ring
  · intro Q _ hQ
    rw [if_neg, zero_mul]
    intro h
    exact hQ (by rw [h]; abel)
  · intro h
    exact absurd (hT G hG G' hG') h

omit [InnerProductSpace ℝ V] in
/-- The coefficient at `Q = 0` is the total weight `∑ |c_G|²`. -/
theorem densityCoeff_zero (c : V →₀ ℂ) :
    densityCoeff c 0 = ((∑ G ∈ c.support, ‖c G‖ ^ 2 : ℝ) : ℂ) := by
  rw [densityCoeff, Complex.ofReal_sum]
  refine Finset.sum_congr rfl fun G _ => ?_
  rw [add_zero, mul_comm, Complex.mul_conj, Complex.normSq_eq_norm_sq]

omit [InnerProductSpace ℝ V] in
/-- No density coefficient exceeds the one at `Q = 0` in modulus. -/
theorem norm_densityCoeff_le (c : V →₀ ℂ) (Q : V) :
    ‖densityCoeff c Q‖ ≤ (densityCoeff c 0).re := by
  rw [densityCoeff_zero, Complex.ofReal_re]
  -- a shifted sum of the weights is at most the full sum
  have shift : ∑ G ∈ c.support, ‖c (G + Q)‖ ^ 2 ≤ ∑ G ∈ c.support, ‖c G‖ ^ 2 := by
    calc ∑ G ∈ c.support, ‖c (G + Q)‖ ^ 2
        = ∑ H ∈ c.support.image (fun G => G + Q), ‖c H‖ ^ 2 := by
          rw [Finset.sum_image]
          intro a _ b _ h
          exact add_right_cancel h
      _ ≤ ∑ H ∈ c.support ∪ c.support.image (fun G => G + Q), ‖c H‖ ^ 2 :=
          Finset.sum_le_sum_of_subset_of_nonneg Finset.subset_union_right
            (fun _ _ _ => by positivity)
      _ = ∑ G ∈ c.support, ‖c G‖ ^ 2 :=
          (Finset.sum_subset Finset.subset_union_left (fun H _ hH => by
            rw [Finsupp.notMem_support_iff.1 hH, norm_zero]; norm_num)).symm
  have young : ‖densityCoeff c Q‖
      ≤ ∑ G ∈ c.support, (‖c G‖ ^ 2 + ‖c (G + Q)‖ ^ 2) / 2 := by
    refine (norm_sum_le _ _).trans (Finset.sum_le_sum fun G _ => ?_)
    rw [norm_mul, RCLike.norm_conj]
    nlinarith [sq_nonneg (‖c G‖ - ‖c (G + Q)‖)]
  rw [← Finset.sum_div, Finset.sum_add_distrib] at young
  linarith

/-- Let all occupied wavevectors have norm at most `Gmax`, and let the finite set `T` contain
all their differences. Then the `ρ(Q)` are the unique plane-wave coefficients of `|ψ|²` on `T`;
they vanish beyond `2 Gmax`, and satisfy `ρ(-Q) = conj ρ(Q)` and `|ρ(Q)| ≤ ρ(0)`. -/
theorem density_fourier (c : V →₀ ℂ) (Gmax : ℝ) (hc : ∀ G ∈ c.support, ‖G‖ ≤ Gmax)
    (T : Finset V) (hT : ∀ G ∈ c.support, ∀ G' ∈ c.support, G' - G ∈ T) :
    (∀ b : V → ℂ, (∀ x, ((‖orbital c x‖ ^ 2 : ℝ) : ℂ) = ∑ Q ∈ T, b Q * planeWave Q x) ↔
      ∀ Q ∈ T, b Q = densityCoeff c Q) ∧
    (∀ Q, 2 * Gmax < ‖Q‖ → densityCoeff c Q = 0) ∧
    (∀ Q, densityCoeff c (-Q) = conj (densityCoeff c Q)) ∧
    (∀ Q, ‖densityCoeff c Q‖ ≤ (densityCoeff c 0).re) := by
  refine ⟨fun b => ⟨fun h Q hQ => ?_, fun h x => ?_⟩, fun Q hQ => ?_, fun Q => ?_,
    norm_densityCoeff_le c⟩
  · -- uniqueness: subtract the two expansions
    refine sub_eq_zero.1 (planeWave_independent T (fun Q => b Q - densityCoeff c Q) ?_ Q hQ)
    intro x
    simp only [sub_mul]
    rw [Finset.sum_sub_distrib, ← h x, ← density_expansion c T hT x, sub_self]
  · rw [density_expansion c T hT x]
    exact Finset.sum_congr rfl fun Q hQ => by rw [h Q hQ]
  · -- cutoff: G and G + Q cannot both be occupied
    refine Finset.sum_eq_zero fun G hG => ?_
    by_cases h : G + Q ∈ c.support
    · have h1 := norm_sub_le (G + Q) G
      rw [add_sub_cancel_left] at h1
      linarith [hc G hG, hc _ h]
    · rw [Finsupp.notMem_support_iff.1 h, mul_zero]
  · -- symmetry: exchange the two members of each pair
    rw [densityCoeff_pairs c (-Q), densityCoeff_pairs c Q]
    simp only [map_sum]
    refine Finset.sum_comm.trans ?_
    refine Finset.sum_congr rfl fun A _ => Finset.sum_congr rfl fun B _ => ?_
    by_cases h : B = A + Q
    · have h' : A = B + -Q := by rw [h]; abel
      rw [if_pos h', if_pos h, map_mul, Complex.conj_conj, mul_comm]
    · have h' : ¬ A = B + -Q := fun e => h (by rw [e]; abel)
      rw [if_neg h', if_neg h, map_zero]

/-- For two opposite waves `a exp(i K·x) + b exp(-i K·x)` with `K ≠ 0`, the density coefficient
at `2K` is `conj(b) a`. -/
theorem densityCoeff_opposite_waves (K : V) (hK0 : K ≠ 0) (a b : ℂ) :
    densityCoeff (Finsupp.single K a + Finsupp.single (-K) b) (K + K) = conj b * a := by
  obtain ⟨c, hc⟩ : ∃ c, c = Finsupp.single K a + Finsupp.single (-K) b := ⟨_, rfl⟩
  rw [← hc]
  have v : ∀ G, c G = (if K = G then a else 0) + (if -K = G then b else 0) := by
    intro G
    rw [hc, Finsupp.add_apply, Finsupp.single_apply, Finsupp.single_apply]
  have nz : ∀ r : ℝ, r ≠ 0 → r • K ≠ 0 := fun r hr => smul_ne_zero hr hK0
  have hK : K ≠ -K := fun h =>
    nz 2 (by norm_num) (by linear_combination (norm := module) h)
  have h1 : K ≠ K + (K + K) := fun h =>
    nz 2 (by norm_num) (by linear_combination (norm := module) h.symm)
  have h2 : -K ≠ K + (K + K) := fun h =>
    nz 4 (by norm_num) (by linear_combination (norm := module) h.symm)
  have cK : c K = a := by rw [v, if_pos rfl, if_neg hK.symm, add_zero]
  have cm : c (-K) = b := by rw [v, if_neg hK, if_pos rfl, zero_add]
  have c3 : c (K + (K + K)) = 0 := by rw [v, if_neg h1, if_neg h2, add_zero]
  have hs : c.support ⊆ {K, -K} := by
    intro G hG
    by_contra hn
    simp only [Finset.mem_insert, Finset.mem_singleton, not_or] at hn
    apply Finsupp.mem_support_iff.1 hG
    rw [v, if_neg (Ne.symm hn.1), if_neg (Ne.symm hn.2), add_zero]
  have e : -K + (K + K) = K := by abel
  unfold densityCoeff
  rw [Finset.sum_subset hs (fun G _ hG => by
    rw [Finsupp.notMem_support_iff.1 hG, map_zero, zero_mul]), Finset.sum_pair hK,
    e, c3, cm, cK, mul_zero, zero_add]

end

end PlaneWaveDensity
```

```lean
#print axioms PlaneWaveDensity.density_fourier
#print axioms PlaneWaveDensity.densityCoeff_opposite_waves
```

```
'PlaneWaveDensity.density_fourier' depends on axioms: [propext, Classical.choice, Quot.sound]
'PlaneWaveDensity.densityCoeff_opposite_waves' depends on axioms: [propext, Classical.choice, Quot.sound]
```

The lemma `conj_planeWave_mul` is the product rule behind the double sum: conjugating one wave and multiplying by another subtracts their wavevectors.

For independence, `planeWaveHom` packages a plane wave as a character, a map that turns addition of positions into multiplication of complex numbers. Mathlib's `linearIndependent_monoidHom` supplies the independence of distinct characters, in place of the shortest-relation argument above. What `planeWave_independent` has to add is that different wavevectors give different characters. If the waves for G and G' agreed everywhere, then exp(i(G'−G)·x) would be 1 everywhere; evaluating it at the position of opposite phase, the y used above, gives −1 = 1.

The lemma `densityCoeff_pairs` rewrites ρ(Q) as a double sum over S with the condition G' = G+Q. In `density_expansion`, two uses of `Finset.sum_comm` move the sum over Q to the inside, and `Finset.sum_eq_single` keeps only Q = G' − G for each pair. This is where `hT` is needed.

The bound is `norm_densityCoeff_le`. Its step `shift` compares the shifted sum of weights with the full one, by passing to the image of S under G ↦ G+Q and then to the union of both sets. Its step `young` is the inequality between a product and squares, obtained from the square of a difference by `nlinarith`. With `densityCoeff_zero` identifying ρ(0), `linarith` combines the two.

The main theorem assembles these results. Uniqueness subtracts the two expansions and applies `planeWave_independent`. The cutoff splits on whether G+Q lies in the support and uses `norm_sub_le`, the triangle inequality. The symmetry writes both sides as double sums and exchanges the order of summation, so that the two pair conditions match.

Finally, `densityCoeff_opposite_waves` evaluates the coefficients at K, −K and 3K. The assumption K ≠ 0 makes these three vectors distinct, and the sum over the support reduces to the two terms written above.
